# A Kramers-pair determinant can be time-reversal invariant and still have ⟨S²⟩ ≠ 0

My closed-shell, Kramers-restricted two-component calculation with spin–orbit coupling reports a nonzero $\langle S^2\rangle$. Without spin–orbit coupling, a restricted closed shell would give exactly zero. The occupied spinors come in pairs $v, Tv$, so I expected the same here. Has my calculation broken time-reversal symmetry somewhere?

## Time reversal can be intact while ⟨S²⟩ = sin²(2a)

A nonzero value alone doesn't show that. Let $u,w$ be real orthonormal orbitals, $a$ a real angle, $v=(\cos a\,u,\ i\sin a\,w)$ and $Tv=-i\sigma_y\bar v$, where the bar is complex conjugation. The normalized determinant $\Phi$ of $v$ and $Tv$ is time-reversal invariant and has, in units of $\hbar^2$,
$$\langle S^2\rangle=\sin^2(2a).$$

**Invariance.** On spinors $T^2=-1$. Applying $T$ to both electrons turns $v\otimes Tv-Tv\otimes v$ into $-Tv\otimes v+v\otimes Tv$, which is the same function.

**The spin operator.** For two electrons $S^2=\tfrac32+\tfrac12\,\sigma(1)\cdot\sigma(2)$, and $\sigma(1)\cdot\sigma(2)=2P-1$, where $P$ exchanges the two spins. Hence $S^2=1+P$. With $s,t\in\{0,1\}$ labelling spin components, expanding the determinant of two orthonormal spinors $v$ and $v'$ gives
$$\langle S^2\rangle=1+\sum_{s,t}\big(\langle v_s|v_t\rangle\langle v'_t|v'_s\rangle-\langle v_s|v'_t\rangle\langle v'_t|v_s\rangle\big).$$

**The overlaps.** Here $v'=Tv=(i\sin a\,w,\ \cos a\,u)$. Both spinors have norm $\cos^2a+\sin^2a=1$, and $\langle v|Tv\rangle=0$ because $u\perp w$. The direct terms survive for $s=t$ and sum to $2\cos^2a\sin^2a$. The exchange terms survive for $s\ne t$ and sum to $\cos^4a+\sin^4a$. Writing $1=(\cos^2a+\sin^2a)^2$,
$$1+2\cos^2a\sin^2a-\cos^4a-\sin^4a=4\cos^2a\sin^2a=\sin^2(2a).$$

The spin blocks show where this comes from. The opposite-spin blocks satisfy $\Phi_{01}=-\Phi_{10}$ and form a singlet, while the parallel-spin blocks are triplet:
$$\Phi_{00}(i,j)=-\Phi_{11}(i,j)=\frac{i\sin a\cos a}{\sqrt2}\,(u_iw_j-w_iu_j),$$
where the prefactor $i$ is the imaginary unit and the arguments $i,j$ label basis functions.

For $a=\pi/6$, the direct sum is $3/8$ and the exchange sum $5/8$, so $\langle S^2\rangle=1+3/8-5/8=3/4=\sin^2(\pi/3)$. At $a=0$ the orbital $u$ is doubly occupied and the state is a pure singlet.

## What the Lean statements say

A `Spinor ι` holds coefficients by spin and basis index. The basis functions are taken to be real, since time reversal conjugates only the coefficients, and orthonormal, since `overlap` contains no metric. The basis is finite wherever inner products occur. A `TwoElectron ι` has two spin and two orbital indices; `determinant` includes the factor $1/\sqrt2$, and `timeReversal₂` acts on both electrons.

In `kramers_spin_expectation`, the hypotheses `hu`, `hw` and `huw` say that $u,w$ are orthonormal. Its three conclusions are invariance, normalization and the value of $\langle S^2\rangle$. `singlet_iff` adds that $S^2\Phi=0$ exactly when $\sin(2a)=0$. `kramers_spin_expectation_witness` takes the smallest possible basis, two functions, with $a=\pi/4$, and finds $\langle S^2\rangle=1$.

The model is one Kramers pair in a one-parameter family. It has no Hamiltonian or self-consistency condition to select $a$, and it uses the plain Pauli spin operator, without the picture change of a decoupling transformation.

```lean
import Mathlib

open Complex (I)
open scoped ComplexConjugate
open Matrix

namespace KramersSpinExpectation

noncomputable section

/-- A two-component spinor: spin index first, then the orbital basis index. -/
abbrev Spinor (ι : Type*) := Fin 2 → ι → ℂ

/-- A two-electron function: the two spin indices, then the two orbital indices. -/
abbrev TwoElectron (ι : Type*) := Fin 2 → Fin 2 → ι → ι → ℂ

/-- The Pauli matrix of the x direction. -/
def σx : Matrix (Fin 2) (Fin 2) ℂ := !![0, 1; 1, 0]

/-- The Pauli matrix of the y direction. -/
def σy : Matrix (Fin 2) (Fin 2) ℂ := !![0, -I; I, 0]

/-- The Pauli matrix of the z direction. -/
def σz : Matrix (Fin 2) (Fin 2) ℂ := !![1, 0; 0, -1]

/-- The spin matrix `-i σ_y` of time reversal. -/
def flip : Matrix (Fin 2) (Fin 2) ℂ := (-I) • σy

variable {ι : Type*}

/-- The total spin component `(σ(1) + σ(2)) / 2` acting on a two-electron function. -/
def totalSpin (σ : Matrix (Fin 2) (Fin 2) ℂ) (Ψ : TwoElectron ι) : TwoElectron ι :=
  fun s t i j => (∑ r, σ s r / 2 * Ψ r t i j) + ∑ r, σ t r / 2 * Ψ s r i j

/-- The total-spin operator `S² = S_x² + S_y² + S_z²`, in units of `ħ²`. -/
def spinSq (Ψ : TwoElectron ι) : TwoElectron ι := fun s t i j =>
  totalSpin σx (totalSpin σx Ψ) s t i j + totalSpin σy (totalSpin σy Ψ) s t i j
    + totalSpin σz (totalSpin σz Ψ) s t i j

/-- Time reversal of a spinor, `T v = -i σ_y conj(v)`. -/
def timeReversal (v : Spinor ι) : Spinor ι := fun s i => ∑ r, flip s r * conj (v r i)

/-- Time reversal of a two-electron function, acting on both electrons. -/
def timeReversal₂ (Ψ : TwoElectron ι) : TwoElectron ι :=
  fun s t i j => ∑ r, ∑ q, flip s r * flip t q * conj (Ψ r q i j)

/-- The two-electron Slater determinant of two spinors, with prefactor `1/√2`. -/
def determinant (v w : Spinor ι) : TwoElectron ι :=
  fun s t i j => (v s i * w t j - w s i * v t j) / (Real.sqrt 2 : ℂ)

/-- The spinor `(cos a · u, i sin a · w)` built from real orbitals `u` and `w`. -/
def mixedSpinor (a : ℝ) (u w : ι → ℝ) : Spinor ι :=
  ![fun i => (Real.cos a : ℂ) * (u i : ℂ), fun i => I * (Real.sin a : ℂ) * (w i : ℂ)]

/-- For two electrons, `S²` is the identity plus the exchange of the two spins. -/
theorem spinSq_apply (Ψ : TwoElectron ι) (s t : Fin 2) (i j : ι) :
    spinSq Ψ s t i j = Ψ s t i j + Ψ t s i j := by
  revert s t
  simp only [Fin.forall_fin_two, spinSq, totalSpin, σx, σy, σz, Fin.sum_univ_two,
    Matrix.of_apply, Matrix.cons_val', Matrix.cons_val_zero, Matrix.cons_val_one,
    Matrix.cons_val_fin_one]
  refine ⟨⟨?_, ?_⟩, ?_, ?_⟩
  · linear_combination ((Ψ 1 1 i j - Ψ 0 0 i j) / 2) * Complex.I_sq
  · linear_combination (-(Ψ 0 1 i j + Ψ 1 0 i j) / 2) * Complex.I_sq
  · linear_combination (-(Ψ 0 1 i j + Ψ 1 0 i j) / 2) * Complex.I_sq
  · linear_combination ((Ψ 0 0 i j - Ψ 1 1 i j) / 2) * Complex.I_sq

/-- The matrix `-i σ_y` is real, with rows `(0, -1)` and `(1, 0)`. -/
theorem flip_eq : flip = !![0, -1; 1, 0] := by
  ext i j
  fin_cases i <;> fin_cases j <;> simp [flip, σy]

/-- The determinant of any spinor and its time-reversed partner is invariant under
time reversal. -/
theorem timeReversal_determinant (v : Spinor ι) :
    timeReversal₂ (determinant v (timeReversal v)) = determinant v (timeReversal v) := by
  funext s t i j
  revert s t
  simp only [Fin.forall_fin_two, timeReversal₂, determinant, timeReversal, flip_eq,
    Fin.sum_univ_two, Matrix.of_apply, Matrix.cons_val', Matrix.cons_val_zero,
    Matrix.cons_val_one, Matrix.cons_val_fin_one, map_div₀, map_sub, map_add, map_mul,
    map_neg, map_zero, map_one, Complex.conj_conj, Complex.conj_ofReal]
  refine ⟨⟨?_, ?_⟩, ?_, ?_⟩ <;> ring

/-- The time-reversed partner of `(cos a · u, i sin a · w)` is `(i sin a · w, cos a · u)`. -/
theorem timeReversal_mixed (a : ℝ) (u w : ι → ℝ) : timeReversal (mixedSpinor a u w) =
    ![fun i => I * (Real.sin a : ℂ) * (w i : ℂ), fun i => (Real.cos a : ℂ) * (u i : ℂ)] := by
  funext s i
  fin_cases s <;> simp [timeReversal, flip_eq, mixedSpinor, Fin.sum_univ_two,
    -Complex.ofReal_cos, -Complex.ofReal_sin]

variable [Fintype ι]

/-- The overlap of two complex orbitals. -/
def overlap (x y : ι → ℂ) : ℂ := ∑ i, conj (x i) * y i

/-- The inner product of two spinors. -/
def spinorInner (v w : Spinor ι) : ℂ := ∑ s, overlap (v s) (w s)

/-- The inner product of two two-electron functions. -/
def braket (Φ Ψ : TwoElectron ι) : ℂ :=
  ∑ s, ∑ t, ∑ i, ∑ j, conj (Φ s t i j) * Ψ s t i j

/-- The overlap of two spin blocks of a determinant is a sum of products of orbital overlaps. -/
theorem determinant_block (v w : Spinor ι) (s t p q : Fin 2) :
    ∑ i, ∑ j, conj (determinant v w s t i j) * determinant v w p q i j =
      (overlap (v s) (v p) * overlap (w t) (w q) - overlap (v s) (w p) * overlap (w t) (v q)
        - overlap (w s) (v p) * overlap (v t) (w q)
        + overlap (w s) (w p) * overlap (v t) (v q)) / 2 := by
  have h2 : (Real.sqrt 2 : ℂ) * (Real.sqrt 2 : ℂ) = 2 := by
    rw [← Complex.ofReal_mul, Real.mul_self_sqrt (by norm_num)]
    norm_num
  simp only [overlap, Finset.sum_mul_sum, ← Finset.sum_sub_distrib,
    ← Finset.sum_add_distrib, Finset.sum_div]
  refine Finset.sum_congr rfl fun i _ => Finset.sum_congr rfl fun j _ => ?_
  simp only [determinant, map_div₀, map_sub, map_mul, Complex.conj_ofReal]
  rw [div_mul_div_comm, h2]
  ring

/-- The determinant of two orthonormal spinors is normalized, and its `⟨S²⟩` is one plus a direct
minus an exchange sum of products of overlaps between spinor components. -/
theorem spinSq_determinant {v w : Spinor ι} (hv : spinorInner v v = 1)
    (hw : spinorInner w w = 1) (hvw : spinorInner v w = 0) :
    braket (determinant v w) (determinant v w) = 1 ∧
    braket (determinant v w) (spinSq (determinant v w)) =
      1 + ∑ s, ∑ t, (overlap (v s) (v t) * overlap (w t) (w s)
        - overlap (v s) (w t) * overlap (w t) (v s)) := by
  simp only [spinorInner, Fin.sum_univ_two] at hv hw hvw
  constructor
  · simp only [braket, determinant_block, Fin.sum_univ_two]
    linear_combination hw + (overlap (w 0) (w 0) + overlap (w 1) (w 1)) * hv
      - (overlap (w 0) (v 0) + overlap (w 1) (v 1)) * hvw
  · simp only [braket, spinSq_apply, mul_add, Finset.sum_add_distrib, determinant_block,
      Fin.sum_univ_two]
    linear_combination hw + (overlap (w 0) (w 0) + overlap (w 1) (w 1)) * hv
      - (overlap (w 0) (v 0) + overlap (w 1) (v 1)) * hvw

/-- The overlap of two real orbitals with complex prefactors. -/
theorem overlap_real (c d : ℂ) (x y : ι → ℝ) :
    overlap (fun i => c * (x i : ℂ)) (fun i => d * (y i : ℂ)) =
      conj c * d * ((x ⬝ᵥ y : ℝ) : ℂ) := by
  simp only [overlap, dotProduct, Complex.ofReal_sum, Finset.mul_sum]
  refine Finset.sum_congr rfl fun i _ => ?_
  simp only [map_mul, Complex.conj_ofReal, Complex.ofReal_mul]
  ring

/-- For real orthonormal `u` and `w`, the determinant of `v = (cos a · u, i sin a · w)` and `T v`
is time-reversal invariant and normalized, and has `⟨S²⟩ = sin²(2a)`. -/
theorem kramers_spin_expectation (a : ℝ) {u w : ι → ℝ} (hu : u ⬝ᵥ u = 1)
    (hw : w ⬝ᵥ w = 1) (huw : u ⬝ᵥ w = 0) :
    let Φ := determinant (mixedSpinor a u w) (timeReversal (mixedSpinor a u w))
    timeReversal₂ Φ = Φ ∧ braket Φ Φ = 1 ∧
      braket Φ (spinSq Φ) = ((Real.sin (2 * a) ^ 2 : ℝ) : ℂ) := by
  intro Φ
  have hwu : w ⬝ᵥ u = 0 := by rw [dotProduct_comm]; exact huw
  have hcs : (Real.sin a : ℂ) ^ 2 + (Real.cos a : ℂ) ^ 2 = 1 := by
    rw [← Complex.ofReal_pow, ← Complex.ofReal_pow, ← Complex.ofReal_add,
      Real.sin_sq_add_cos_sq, Complex.ofReal_one]
  have hI : -I * (Real.sin a : ℂ) * (I * (Real.sin a : ℂ)) = (Real.sin a : ℂ) ^ 2 := by
    linear_combination (-(Real.sin a : ℂ) ^ 2) * Complex.I_sq
  -- the spinor and its partner are orthonormal
  have h1 : spinorInner (mixedSpinor a u w) (mixedSpinor a u w) = 1 := by
    simp only [spinorInner, mixedSpinor, Fin.sum_univ_two, Matrix.cons_val_zero,
      Matrix.cons_val_one, overlap_real, map_mul, Complex.conj_ofReal, Complex.conj_I,
      hu, hw, hI, Complex.ofReal_one]
    linear_combination hcs
  have h2 : spinorInner (timeReversal (mixedSpinor a u w))
      (timeReversal (mixedSpinor a u w)) = 1 := by
    rw [timeReversal_mixed]
    simp only [spinorInner, Fin.sum_univ_two, Matrix.cons_val_zero,
      Matrix.cons_val_one, overlap_real, map_mul, Complex.conj_ofReal, Complex.conj_I,
      hu, hw, hI, Complex.ofReal_one]
    linear_combination hcs
  have h3 : spinorInner (mixedSpinor a u w) (timeReversal (mixedSpinor a u w)) = 0 := by
    rw [timeReversal_mixed]
    simp only [spinorInner, mixedSpinor, Fin.sum_univ_two, Matrix.cons_val_zero,
      Matrix.cons_val_one, overlap_real, huw, hwu, Complex.ofReal_zero]
    ring
  obtain ⟨hn, hs⟩ := spinSq_determinant h1 h2 h3
  refine ⟨timeReversal_determinant _, hn, hs.trans ?_⟩
  -- insert the component overlaps into the general formula
  rw [timeReversal_mixed, Real.sin_two_mul]
  simp only [mixedSpinor, Fin.sum_univ_two, Matrix.cons_val_zero,
    Matrix.cons_val_one, overlap_real, map_mul, Complex.conj_ofReal, Complex.conj_I,
    hu, hw, huw, hwu, hI, Complex.ofReal_one, Complex.ofReal_zero, Complex.ofReal_pow,
    Complex.ofReal_mul, Complex.ofReal_ofNat]
  linear_combination (-((Real.sin a : ℂ) ^ 2 + (Real.cos a : ℂ) ^ 2 + 1)) * hcs

/-- For real orthonormal `u` and `w`, the determinant of `v = (cos a · u, i sin a · w)` and `T v`
is annihilated by `S²` exactly when `sin(2a) = 0`. -/
theorem singlet_iff (a : ℝ) {u w : ι → ℝ} (hu : u ⬝ᵥ u = 1)
    (hw : w ⬝ᵥ w = 1) (huw : u ⬝ᵥ w = 0) :
    spinSq (determinant (mixedSpinor a u w) (timeReversal (mixedSpinor a u w))) = 0 ↔
      Real.sin (2 * a) = 0 := by
  constructor
  · intro h
    have hs := (kramers_spin_expectation a hu hw huw).2.2
    have h0 : braket (determinant (mixedSpinor a u w) (timeReversal (mixedSpinor a u w))) 0
        = 0 := by simp [braket]
    rw [h, h0] at hs
    exact (pow_eq_zero_iff two_ne_zero).mp (Complex.ofReal_eq_zero.mp hs.symm)
  · intro h
    have hr : Real.sin a * Real.cos a = 0 := by
      rw [Real.sin_two_mul] at h
      linarith
    have hc : (Real.sin a : ℂ) * (Real.cos a : ℂ) = 0 := by
      rw [← Complex.ofReal_mul, hr, Complex.ofReal_zero]
    funext s t i j
    rw [spinSq_apply, timeReversal_mixed]
    revert s t
    simp only [Fin.forall_fin_two, determinant, mixedSpinor, Matrix.cons_val_zero,
      Matrix.cons_val_one, Pi.zero_apply]
    -- only the parallel-spin blocks survive, and they carry the factor sin a cos a
    refine ⟨⟨?_, ?_⟩, ?_, ?_⟩
    · linear_combination (2 * I * (u i * w j - w i * u j) / (Real.sqrt 2 : ℂ)) * hc
    · ring
    · ring
    · linear_combination (-2 * I * (u i * w j - w i * u j) / (Real.sqrt 2 : ℂ)) * hc

/-- With two basis orbitals and `a = π/4`, the determinant of `v` and `T v` is time-reversal
invariant and has `⟨S²⟩ = 1`. -/
theorem kramers_spin_expectation_witness :
    let v := mixedSpinor (Real.pi / 4) ![1, 0] ![0, 1]
    let Φ := determinant v (timeReversal v)
    timeReversal₂ Φ = Φ ∧ braket Φ (spinSq Φ) = 1 := by
  intro v Φ
  have h := kramers_spin_expectation (Real.pi / 4) (u := ![1, 0]) (w := ![0, 1])
    (by simp [dotProduct, Fin.sum_univ_two]) (by simp [dotProduct, Fin.sum_univ_two])
    (by simp [dotProduct, Fin.sum_univ_two])
  refine ⟨h.1, h.2.2.trans ?_⟩
  rw [show 2 * (Real.pi / 4) = Real.pi / 2 by ring, Real.sin_pi_div_two]
  norm_num

end

end KramersSpinExpectation
```

```lean
#print axioms KramersSpinExpectation.timeReversal_determinant
#print axioms KramersSpinExpectation.singlet_iff
```

```
'KramersSpinExpectation.timeReversal_determinant' depends on axioms: [propext, Classical.choice, Quot.sound]
'KramersSpinExpectation.singlet_iff' depends on axioms: [propext, Classical.choice, Quot.sound]
```

## From the spin algebra to the value

`spinSq_apply` proves $S^2=1+P$ by checking the four spin pairs, with `linear_combination` supplying $i^2=-1$. `timeReversal_determinant` also goes through the four spin pairs; it holds for every spinor, normalized or not.

`determinant_block` factorizes the overlap of two spin blocks into orbital overlaps. `spinSq_determinant` sums these blocks and uses orthonormality to obtain the norm and the direct-minus-exchange formula; its second spinor, called `w` there, is $v'$ above.

The main theorem computes $Tv$ through `timeReversal_mixed`, establishes orthonormality in `h1`, `h2` and `h3`, and inserts the component overlaps from `overlap_real`. The last `linear_combination` uses $\sin^2a+\cos^2a=1$ to turn the resulting polynomial into $\sin^2(2a)$.

For `singlet_iff`, $S^2\Phi=0$ makes the expectation value vanish, hence $\sin(2a)=0$. Conversely, $\sin(2a)=0$ makes the parallel-spin blocks vanish, since they carry the factor $\sin a\cos a$, and $1+P$ cancels the opposite-spin ones.
